# Laporte rule for one-electron states: equal parity and a finite moment make the dipole integral zero

## Is my s–d dipole integral small, or zero?

Without a selection rule, the dipole integral between an s and a d orbital on the same atom is just a number that my quadrature returns. On a grid that lacks inversion symmetry I get something small but non-zero, and I can't tell a weak transition from a forbidden one. The usual answer is that the integrand is odd. But $x/(1+x^2)$ is odd too, and its integral over the line doesn't converge. What must the radial factors satisfy before oddness really gives zero?

## One finite moment is enough

Write the two real orbitals as $f\,p$ and $g\,q$, where $p$ and $q$ are homogeneous polynomials in the Cartesian coordinates measured from the orbitals' common centre, of degrees $l$ and $l'$, and put $w = fg$. If $l+l'$ is even, $w(-x)=w(x)$, and $w\,r^{l+l'+1}$ is integrable over space, then the dipole integral $\int w\,p\,x_i\,q\,d^3x$ converges and is zero for each coordinate $x_i$.

To see this, set $P = p\,x_i\,q$, which is homogeneous of odd degree $N=l+l'+1$:

$$P(x)=\sum_d c_d\,x_1^{d_1}x_2^{d_2}x_3^{d_3},\qquad d_1+d_2+d_3=N.$$

Inversion gives each monomial one sign per power, so $P(-x)=(-1)^N P(x)=-P(x)$.

Since $|x_j|\le r$ for every coordinate, each monomial is at most $r^N$ in size. Hence $|P(x)|\le K r^N$ with $K=\sum_d|c_d|$, and $|wP|\le K\,|w|\,r^N$. The moment condition therefore makes $wP$ integrable.

Inversion preserves volume, so

$$I=\int w(x)P(x)\,d^3x=\int w(-x)P(-x)\,d^3x=-I,$$

and $I=0$.

For $w=e^{-ar}$ with $a>0$, every moment is finite:

$$\int e^{-ar}r^n\,d^3x=4\pi\int_0^\infty r^{n+2}e^{-ar}\,dr<\infty .$$

Parity does real work here. Take $p=1$ and $q=x_i$, with degrees 0 and 1. The integral is then $\int w\,x_i^2\,d^3x$, which is strictly positive for any positive $w$ with $w\,r^2$ integrable.

## What the Lean statement says about orbitals

`Space` is Euclidean three-space, so `‖x‖` is the radius $r$, and `value p x` is the polynomial $p$ evaluated at the position $x$. The index `i : Fin 3` selects the dipole component and runs over 0, 1, 2, for the coordinates written $x_1,x_2,x_3$ above.

In `laporte_rule`, `hl` is the parity condition, `heven` the inversion symmetry of $w$, and `hint` the moment condition. The conclusion has two parts, integrability and a zero integral. The first matters because Lean assigns the value zero to the integral of a non-integrable function.

Two letters need care. The number $l$ is a polynomial degree, and equals the angular momentum only if $p$ is a solid harmonic: $r^2$ has degree 2 but is s-type. And $w$ is neither a wavefunction nor a density. It holds what remains of both orbitals after $p$ and $q$ are split off, so a textbook radial function $R$ enters as $R/r^l$. The weight $w$ need not be spherically symmetric.

For one-electron orbitals on a common centre, and with the dipole coordinate measured from that centre, the rule identifies matrix elements that can be set to zero before any quadrature. It doesn't find all of them: those between s and f orbitals also vanish, by angular momentum and not by parity. If the coordinate is measured from another origin, as for an off-centre atom in a molecule, each matrix element gains the centre's coordinate $R_i$ times the overlap of the two orbitals. That term is zero between s and d orbitals, but not for an s orbital with itself unless $R_i=0$. The step from this integral to a spectral line is the electric-dipole approximation, which the hypotheses don't contain. The Laporte rule for many-electron states is a broader statement than this one.

`laporte_rule_exponential` applies directly to Slater-type orbitals of principal quantum number $l+1$, such as 1s, 2p and 3d, whose radial function is $r^l e^{-\zeta r}$ up to a constant. Here $a$ is the sum of the two exponents $\zeta$, and the normalisation constants are absorbed into $p$ and $q$. Other radial factors, such as the $r\,e^{-\zeta r}$ of a Slater 2s orbital or hydrogen functions with nodes, can go through `laporte_rule`, with their moment supplied.

```lean
import Mathlib

open MeasureTheory MvPolynomial

namespace LaporteRule

noncomputable section

/-- Three-dimensional Euclidean space, whose norm is the radius `r`. -/
abbrev Space := EuclideanSpace ℝ (Fin 3)

/-- The value of a polynomial in the three Cartesian coordinates at the position `x`. -/
def value (p : MvPolynomial (Fin 3) ℝ) (x : Space) : ℝ :=
  eval (fun i => x i) p

/-- In every monomial of a homogeneous polynomial the exponents add up to the degree. -/
theorem exponents_sum {p : MvPolynomial (Fin 3) ℝ} {n : ℕ} (hp : p.IsHomogeneous n)
    {d : Fin 3 →₀ ℕ} (hd : p.coeff d ≠ 0) : ∑ i, d i = n := by
  have h := hp hd
  simpa [Finsupp.weight_apply, Finsupp.sum_fintype] using h

/-- A homogeneous polynomial of degree `n` has parity `(-1)^n` under inversion of space. -/
theorem value_neg {p : MvPolynomial (Fin 3) ℝ} {n : ℕ} (hp : p.IsHomogeneous n)
    (x : Space) : value p (-x) = (-1) ^ n * value p x := by
  unfold value
  rw [eval_eq', eval_eq', Finset.mul_sum]
  refine Finset.sum_congr rfl fun d hd => ?_
  have hs := exponents_sum hp (mem_support_iff.mp hd)
  -- each coordinate contributes one sign per power
  have hprod : ∏ i, ((-x) i) ^ (d i) = (-1) ^ n * ∏ i, (x i) ^ (d i) := by
    rw [← hs, ← Finset.prod_pow_eq_pow_sum, ← Finset.prod_mul_distrib]
    refine Finset.prod_congr rfl fun i _ => ?_
    rw [← mul_pow]
    simp
  rw [hprod]
  ring

/-- A homogeneous polynomial of degree `n` is bounded by a constant times `r^n`. -/
theorem value_bound {p : MvPolynomial (Fin 3) ℝ} {n : ℕ} (hp : p.IsHomogeneous n) :
    ∃ K : ℝ, 0 ≤ K ∧ ∀ x : Space, |value p x| ≤ K * ‖x‖ ^ n := by
  refine ⟨∑ d ∈ p.support, |p.coeff d|, Finset.sum_nonneg fun _ _ => abs_nonneg _,
    fun x => ?_⟩
  unfold value
  rw [eval_eq', Finset.sum_mul]
  refine (Finset.abs_sum_le_sum_abs _ _).trans (Finset.sum_le_sum fun d hd => ?_)
  have hs := exponents_sum hp (mem_support_iff.mp hd)
  rw [abs_mul, Finset.abs_prod, ← hs, ← Finset.prod_pow_eq_pow_sum]
  refine mul_le_mul_of_nonneg_left
    (Finset.prod_le_prod (fun i _ => abs_nonneg _) fun i _ => ?_) (abs_nonneg _)
  rw [abs_pow]
  refine pow_le_pow_left₀ (abs_nonneg _) ?_ _
  rw [← Real.norm_eq_abs]
  exact PiLp.norm_apply_le x i

/-- If `w r^n` is integrable, then so is `w` times any homogeneous polynomial of
degree `n`. -/
theorem integrable_mul_value {p : MvPolynomial (Fin 3) ℝ} {n : ℕ} {w : Space → ℝ}
    (hp : p.IsHomogeneous n) (hw : Integrable fun x : Space => w x * ‖x‖ ^ n) :
    Integrable fun x : Space => w x * value p x := by
  obtain ⟨K, hK0, hK⟩ := value_bound hp
  have hcoord : Continuous fun x : Space => (fun i => x i) := by fun_prop
  have hcont : Continuous (value p) := (MvPolynomial.continuous_eval p).comp hcoord
  -- split off the bounded angular factor `p / r^n`
  have hfac : (fun x : Space => w x * value p x) =
      fun x => (w x * ‖x‖ ^ n) * (value p x / ‖x‖ ^ n) := by
    funext x
    by_cases h : ‖x‖ ^ n = 0
    · have hx := hK x
      rw [h, mul_zero] at hx
      have h0 : value p x = 0 := abs_nonpos_iff.mp hx
      simp [h0]
    · generalize ‖x‖ ^ n = r at h ⊢
      field_simp
  rw [hfac]
  refine (hw.norm.const_mul K).mono' (hw.aestronglyMeasurable.mul
    (hcont.measurable.div (continuous_norm.pow n).measurable).aestronglyMeasurable)
    (Filter.Eventually.of_forall fun x => ?_)
  have hb : ‖value p x / ‖x‖ ^ n‖ ≤ K := by
    rw [norm_div, Real.norm_eq_abs (value p x),
      Real.norm_of_nonneg (by positivity : 0 ≤ ‖x‖ ^ n)]
    exact div_le_of_le_mul₀ (by positivity) hK0 (hK x)
  rw [norm_mul]
  exact (mul_le_mul_of_nonneg_left hb (norm_nonneg _)).trans_eq (mul_comm _ _)

/-- Parity selection rule for a homogeneous polynomial transition operator `t` of degree `k`: if `p`
and `q` are homogeneous of degrees `l` and `l'`, `l + k + l'` is odd, `w` is even under inversion
and `w r^(l+k+l')` is integrable, then `w p t q` is integrable and its integral over space is zero.
-/
theorem parity_selection_rule {p t q : MvPolynomial (Fin 3) ℝ} {l k l' : ℕ}
    {w : Space → ℝ} (hp : p.IsHomogeneous l) (ht : t.IsHomogeneous k)
    (hq : q.IsHomogeneous l') (hodd : Odd (l + k + l')) (heven : ∀ x, w (-x) = w x)
    (hint : Integrable fun x : Space => w x * ‖x‖ ^ (l + k + l')) :
    Integrable (fun x : Space => w x * value p x * value t x * value q x) ∧
      ∫ x : Space, w x * value p x * value t x * value q x = 0 := by
  have hP := (hp.mul ht).mul hq
  have hprod : (fun x : Space => w x * value p x * value t x * value q x) =
      fun x => w x * value (p * t * q) x := by
    funext x
    simp only [value, map_mul]
    ring
  rw [hprod]
  refine ⟨integrable_mul_value hP hint, ?_⟩
  -- inversion preserves the volume and reverses the sign of the integrand
  have h : ∫ x : Space, w (-x) * value (p * t * q) (-x) =
      ∫ x : Space, w x * value (p * t * q) x :=
    integral_neg_eq_self (fun x : Space => w x * value (p * t * q) x) volume
  have hsign : (fun x : Space => w (-x) * value (p * t * q) (-x)) =
      fun x => -(w x * value (p * t * q) x) := by
    funext x
    rw [heven, value_neg hP, hodd.neg_one_pow]
    ring
  rw [hsign, integral_neg] at h
  linarith

/-- Laporte rule: if `p` and `q` are homogeneous of degrees `l` and `l'` with `l + l'` even,
`w` is even under inversion and `w r^(l+l'+1)` is integrable, then the dipole integrand
`w p x_i q` is integrable and its integral over space is zero. -/
theorem laporte_rule {p q : MvPolynomial (Fin 3) ℝ} {l l' : ℕ} {w : Space → ℝ}
    (hp : p.IsHomogeneous l) (hq : q.IsHomogeneous l') (hl : Even (l + l'))
    (heven : ∀ x, w (-x) = w x)
    (hint : Integrable fun x : Space => w x * ‖x‖ ^ (l + l' + 1)) (i : Fin 3) :
    Integrable (fun x : Space => w x * value p x * x i * value q x) ∧
      ∫ x : Space, w x * value p x * x i * value q x = 0 := by
  have hx : ∀ x : Space, value (X i) x = x i := fun x => by simp [value]
  have hodd : Odd (l + 1 + l') := by
    obtain ⟨m, hm⟩ := hl
    exact ⟨m, by omega⟩
  have he : l + l' + 1 = l + 1 + l' := by omega
  rw [he] at hint
  simpa only [hx] using
    parity_selection_rule hp (isHomogeneous_X ℝ i) hq hodd heven hint

/-- For `a > 0` the exponential weight `exp(-a r)` has finite radial moments of every
order `n`. -/
theorem exponential_moment {a : ℝ} (ha : 0 < a) (n : ℕ) :
    Integrable fun x : Space => Real.exp (-a * ‖x‖) * ‖x‖ ^ n := by
  have hn : (-1 : ℝ) < (n : ℝ) + 2 := by
    have : (0 : ℝ) ≤ n := Nat.cast_nonneg n
    linarith
  have h := integrableOn_rpow_mul_exp_neg_mul_rpow (p := 1) hn one_pos ha
  -- pass to the radial integral with volume element `r^2 dr`
  refine (integrable_fun_norm_addHaar (μ := (volume : Measure Space))
    (f := fun r : ℝ => Real.exp (-a * r) * r ^ n)).mpr ?_
  refine h.congr_fun (fun y _ => ?_) measurableSet_Ioi
  have e : y ^ ((n : ℝ) + 2) = y ^ (n + 2) := by
    rw [← Real.rpow_natCast, Nat.cast_add, Nat.cast_ofNat]
  simp only [Real.rpow_one, finrank_euclideanSpace_fin, smul_eq_mul, e, Nat.reduceSub]
  ring

/-- Laporte rule for the exponential weight `exp(-a r)` with `a > 0`: the dipole integral
between homogeneous polynomials whose degrees have an even sum converges and is zero. -/
theorem laporte_rule_exponential {p q : MvPolynomial (Fin 3) ℝ} {l l' : ℕ} {a : ℝ}
    (ha : 0 < a) (hp : p.IsHomogeneous l) (hq : q.IsHomogeneous l')
    (hl : Even (l + l')) (i : Fin 3) :
    Integrable (fun x : Space => Real.exp (-a * ‖x‖) * value p x * x i * value q x) ∧
      ∫ x : Space, Real.exp (-a * ‖x‖) * value p x * x i * value q x = 0 :=
  laporte_rule (w := fun x => Real.exp (-a * ‖x‖)) hp hq hl
    (fun x => by simp only [norm_neg]) (exponential_moment ha _) i

/-- The dipole integral between the polynomials `1` and `x_i`, of degrees 0 and 1, is
strictly positive for every positive weight `w` with `w r^2` integrable. -/
theorem dipole_allowed {w : Space → ℝ} (hpos : ∀ x, 0 < w x)
    (hint : Integrable fun x : Space => w x * ‖x‖ ^ 2) (i : Fin 3) :
    0 < ∫ x : Space, w x * value 1 x * x i * value (X i) x := by
  have hsq : (fun x : Space => w x * value 1 x * x i * value (X i) x) =
      fun x => w x * value (X i ^ 2) x := by
    funext x
    simp only [value, map_one, map_pow, eval_X]
    ring
  have hI : Integrable fun x : Space => w x * value (X i ^ 2) x :=
    integrable_mul_value ((isHomogeneous_X ℝ i).pow 2) hint
  have hnonneg : ∀ x : Space, 0 ≤ w x * value (X i ^ 2) x := fun x => by
    simp only [value, map_pow, eval_X]
    exact mul_nonneg (hpos x).le (sq_nonneg _)
  -- the integrand vanishes only on the plane `x_i = 0`
  have hs : Function.support (fun x : Space => w x * value (X i ^ 2) x) =
      {x : Space | x i ≠ 0} := by
    ext x
    simp [value, (hpos x).ne']
  rw [hsq]
  refine (integral_pos_iff_support_of_nonneg hnonneg hI).mpr ?_
  rw [hs]
  have hopen : IsOpen {x : Space | x i ≠ 0} :=
    isOpen_ne_fun (by fun_prop) continuous_const
  exact hopen.measure_pos volume ⟨EuclideanSpace.single i 1, by simp⟩

end

end LaporteRule
```

```lean
#print axioms LaporteRule.laporte_rule_exponential
#print axioms LaporteRule.dipole_allowed
```

```
'LaporteRule.laporte_rule_exponential' depends on axioms: [propext, Classical.choice, Quot.sound]
'LaporteRule.dipole_allowed' depends on axioms: [propext, Classical.choice, Quot.sound]
```

## From monomials to the selection rule

`exponents_sum` extracts $d_1+d_2+d_3=n$ from homogeneity. `value_neg` and `value_bound` use it, monomial by monomial, for the sign and for the bound $Kr^n$.

`integrable_mul_value` writes $wP$ as $(w\,r^n)(P/r^n)$. The second factor is measurable and bounded by $K$, so no separate measurability assumption on $w$ is needed.

`parity_selection_rule` treats multiplication by any homogeneous polynomial $t$ of degree $k$ with $l+k+l'$ odd. Its `integral_neg_eq_self` is the change of variables $x\to-x$, `hsign` is the sign reversal, and `linarith` concludes from $-I=I$. `laporte_rule` is the case $t=x_i$, $k=1$.

`exponential_moment` passes to the radial integral with volume element $r^2\,dr$. In `dipole_allowed`, the integrand is non-negative and vanishes only on the plane $x_i=0$. The complement of that plane is open and non-empty, so it has positive volume and the integral is positive.
